# The $J_z$ variance of a spin $n/2$ is at most $n^2/4$, and at most $n/4$ in a spin coherent state

For a spin $n/2$ with $n\ge2$, anyone who judges the largest possible variance of $J_z$ from spin coherent states alone gets an answer that is too small by a factor $n$. For a spin 50, where $n=100$, coherent states reach a variance of 25, while a superposition of the two extreme levels reaches 2500. Here $\hbar=1$ throughout.

The difference matters in phase estimation. If a pure state of a single spin $n/2$ acquires a phase $\varphi$ through $e^{-i\varphi J_z}$ without noise, its quantum Fisher information is four times the variance of $J_z$. It is therefore at most $n^2$ in general and at most $n$ for a coherent state.

## Levels, populations and the two bounds

Number the levels by $k=0,\dots,n$, so that level $k$ has the $J_z$ eigenvalue $n/2-k$. Level 0 is the top of the ladder and level $n$ the bottom. A state is a vector $v$ with complex components $v_k$ and populations $p_k=|v_k|^2$, where $\sum_k p_k=1$. Write $\langle A\rangle$ for the expectation of $A$ in this state, and $\mathrm{Var}(J_z)=\langle J_z^2\rangle-\langle J_z\rangle^2$.

The first result is

$$\mathrm{Var}(J_z)\le \frac{n^2}{4},$$

and for $n\ge1$ equality holds exactly when $p_0=p_n=\tfrac12$. The condition leaves the relative phase of the two components free.

The second concerns the normalized coherent vector with a complex parameter $z$,

$$c_k=\frac{\sqrt{\binom nk}\,z^k}{(1+|z|^2)^{n/2}},\qquad \mathrm{Var}(J_z)=\frac{n|z|^2}{(1+|z|^2)^2}\le\frac n4 .$$

In Lean, the index type `Fin (n + 1)` holds the levels, and a state is a function `v : Fin (n + 1) → ℂ`. The last level is `Fin.last n`, and `‖v k‖ ^ 2` is the population $p_k$. The matrix `Jz n` is diagonal with entries $n/2-k$. The function `expect A v` is the real part of $\langle v,Av\rangle$ and does not divide by the norm, so it is a physical expectation only for a unit vector. The hypothesis `hv` supplies the normalisation in the general bound; for `coherent n z` it is proved, as the first half of `coherent_variance`.

The model is a single spin in a pure state. Mixed states are not treated. The operator $J_z$ enters through its spectrum and the coherent vector through its components, so neither the commutation relations nor the rotation that produces a coherent state from the top level is derived. For $n\ge1$, a finite $z$ also leaves out the coherent state at the bottom of the ladder, which is the limit $|z|\to\infty$ up to a phase.

## What keeps the variance below $n^2/4$

Since $J_z$ is diagonal,

$$\langle J_z\rangle=\sum_k\left(\frac n2-k\right)p_k,\qquad \langle J_z^2\rangle=\sum_k\left(\frac n2-k\right)^2p_k .$$

Expanding the square gives $(n/2-k)^2=n^2/4-k(n-k)$. With $\sum_kp_k=1$ this yields

$$\frac{n^2}{4}-\mathrm{Var}(J_z)=\langle J_z\rangle^2+\sum_k k(n-k)\,p_k .$$

Both terms on the right are nonnegative, because $0\le k\le n$. This is the bound. A state falls short of it by having a nonzero mean or by populating interior levels.

Now let $n\ge1$ and suppose that equality holds. Both terms then vanish. For $0<k<n$ the weight $k(n-k)$ is positive, so $p_k=0$. Only the ends remain, and the mean becomes

$$\langle J_z\rangle=\frac n2(p_0-p_n)=0 .$$

Hence $p_0=p_n$, and normalisation makes each of them $\tfrac12$. Conversely, if $p_0=p_n=\tfrac12$, the ends exhaust the norm, the interior levels are empty, and both terms vanish.

## Binomial populations of the coherent state

Set $t=|z|^2/(1+|z|^2)$, so that $1-t=1/(1+|z|^2)$. Splitting $(1+|z|^2)^n$ into its powers $k$ and $n-k$ gives

$$|c_k|^2=\binom nk\frac{|z|^{2k}}{(1+|z|^2)^n}=\binom nk t^k(1-t)^{n-k}.$$

These are binomial probabilities. Their generating function, in an auxiliary variable $s$, is

$$G(s)=\sum_k|c_k|^2s^k=(1-t+ts)^n .$$

It gives $G(1)=1$, which is the normalisation, together with $\langle k\rangle=G'(1)=nt$ and $\langle k(k-1)\rangle=G''(1)=n(n-1)t^2$. The variance of $k$ is therefore

$$n(n-1)t^2+nt-n^2t^2=nt(1-t).$$

Because $J_z$ has the value $n/2-k$, and neither a shift nor a change of sign alters a variance, this is also the variance of $J_z$. Inserting $t$ gives $n|z|^2/(1+|z|^2)^2$. Finally,

$$(1+|z|^2)^2-4|z|^2=(1-|z|^2)^2\ge0,$$

so the variance is at most $n/4$.

## Spin 2 in numbers, and the smallest spins

Take $n=4$ and $z=1$. The coherent populations are $\tfrac1{16}(1,4,6,4,1)$ for the eigenvalues $2,1,0,-1,-2$. The mean is zero, and the variance is

$$\frac{4\cdot1+1\cdot4+0\cdot6+1\cdot4+4\cdot1}{16}=1=\frac n4 .$$

The interior levels account for the distance to $n^2/4=4$: the sum $\sum_kk(n-k)p_k$ is $(3\cdot4+4\cdot6+3\cdot4)/16=3$. With populations $(\tfrac12,0,0,0,\tfrac12)$ the variance is 4.

For $n=1$ there are no interior levels and the two bounds coincide at $\tfrac14$. For $n=0$ the top and bottom levels are the same, with population 1. The variance then equals its bound of zero although no population is $\tfrac12$, which is why the equality condition requires $n\ge1$.

## Definitions and theorems in Lean 4

```lean
import Mathlib

open Matrix

namespace SpinVariance

noncomputable section

/-- The operator Jz of a spin n/2, diagonal with entries n/2 - k for k = 0, ..., n. -/
def Jz (n : ℕ) : Matrix (Fin (n + 1)) (Fin (n + 1)) ℂ :=
  diagonal fun k => (((n : ℝ) / 2 - ((k : ℕ) : ℝ) : ℝ) : ℂ)

/-- The real part of ⟨v, A v⟩, the expectation of a Hermitian A in a unit vector v. -/
def expect {n : ℕ} (A : Matrix (Fin (n + 1)) (Fin (n + 1)) ℂ) (v : Fin (n + 1) → ℂ) : ℝ :=
  (star v ⬝ᵥ A *ᵥ v).re

/-- The variance ⟨A²⟩ - ⟨A⟩² of a Hermitian A in a unit vector v. -/
def variance {n : ℕ} (A : Matrix (Fin (n + 1)) (Fin (n + 1)) ℂ) (v : Fin (n + 1) → ℂ) : ℝ :=
  expect (A * A) v - expect A v ^ 2

/-- The normalized spin coherent vector, with components proportional to
sqrt(choose(n,k)) z^k. -/
def coherent (n : ℕ) (z : ℂ) (k : Fin (n + 1)) : ℂ :=
  ((√(n.choose k : ℝ) : ℝ) : ℂ) * z ^ (k : ℕ) / ((√((1 + ‖z‖ ^ 2) ^ n) : ℝ) : ℂ)

/-- The binomial probability of k successes in n trials with success probability t. -/
def binom (n : ℕ) (t : ℝ) (k : ℕ) : ℝ := (n.choose k : ℝ) * t ^ k * (1 - t) ^ (n - k)

/-- A real diagonal observable has as expectation the sum of its entries weighted with the
populations. -/
theorem expect_diagonal {n : ℕ} (d : Fin (n + 1) → ℝ) (v : Fin (n + 1) → ℂ) :
    expect (diagonal fun k => (d k : ℂ)) v = ∑ k, d k * ‖v k‖ ^ 2 := by
  simp only [expect, dotProduct, mulVec_diagonal, Pi.star_apply, Complex.re_sum]
  refine Finset.sum_congr rfl fun k _ => ?_
  rw [Complex.sq_norm, Complex.normSq_apply]
  simp [Complex.mul_re, Complex.mul_im]
  ring

/-- The expectation of the square of Jz is the sum of (n/2 - k)² weighted with the
populations. -/
theorem expect_Jz_sq {n : ℕ} (v : Fin (n + 1) → ℂ) :
    expect (Jz n * Jz n) v
      = ∑ k : Fin (n + 1), ((n : ℝ) / 2 - ((k : ℕ) : ℝ)) ^ 2 * ‖v k‖ ^ 2 := by
  have h : Jz n * Jz n = diagonal fun k : Fin (n + 1) =>
      ((((n : ℝ) / 2 - ((k : ℕ) : ℝ)) ^ 2 : ℝ) : ℂ) := by
    rw [Jz, diagonal_mul_diagonal]
    refine congrArg diagonal (funext fun k => ?_)
    push_cast
    ring
  rw [h]
  exact expect_diagonal (fun k => ((n : ℝ) / 2 - ((k : ℕ) : ℝ)) ^ 2) v

/-- For a unit vector, the variance of Jz falls short of n²/4 by the squared mean plus the
populations weighted with k(n - k). -/
theorem variance_deficit {n : ℕ} (v : Fin (n + 1) → ℂ) (hv : ∑ k, ‖v k‖ ^ 2 = 1) :
    (n : ℝ) ^ 2 / 4 - variance (Jz n) v = expect (Jz n) v ^ 2
      + ∑ k : Fin (n + 1), ((k : ℕ) : ℝ) * ((n : ℝ) - ((k : ℕ) : ℝ)) * ‖v k‖ ^ 2 := by
  have h : ∑ k : Fin (n + 1), ((n : ℝ) / 2 - ((k : ℕ) : ℝ)) ^ 2 * ‖v k‖ ^ 2
      = (n : ℝ) ^ 2 / 4 * ∑ k, ‖v k‖ ^ 2
        - ∑ k : Fin (n + 1), ((k : ℕ) : ℝ) * ((n : ℝ) - ((k : ℕ) : ℝ)) * ‖v k‖ ^ 2 := by
    rw [Finset.mul_sum, ← Finset.sum_sub_distrib]
    exact Finset.sum_congr rfl fun k _ => by ring
  rw [variance, expect_Jz_sq, h, hv]
  ring

/-- In a unit vector of a spin n/2 the variance of Jz is at most n²/4. For n ≥ 1 it equals
n²/4 exactly when the two extreme levels have population 1/2 each. -/
theorem variance_Jz_le_and_eq_iff {n : ℕ} (v : Fin (n + 1) → ℂ) (hv : ∑ k, ‖v k‖ ^ 2 = 1) :
    variance (Jz n) v ≤ (n : ℝ) ^ 2 / 4 ∧
    (1 ≤ n → (variance (Jz n) v = (n : ℝ) ^ 2 / 4 ↔
      ‖v 0‖ ^ 2 = 1 / 2 ∧ ‖v (Fin.last n)‖ ^ 2 = 1 / 2)) := by
  have D := variance_deficit v hv
  have hT : ∀ k ∈ (Finset.univ : Finset (Fin (n + 1))),
      0 ≤ ((k : ℕ) : ℝ) * ((n : ℝ) - ((k : ℕ) : ℝ)) * ‖v k‖ ^ 2 := by
    intro k _
    have hk : ((k : ℕ) : ℝ) ≤ n := by exact_mod_cast Nat.le_of_lt_succ k.isLt
    exact mul_nonneg (mul_nonneg (Nat.cast_nonneg _) (sub_nonneg.mpr hk)) (sq_nonneg _)
  have hS0 := Finset.sum_nonneg hT
  have hE0 := sq_nonneg (expect (Jz n) v)
  refine ⟨by linarith, fun hn => ?_⟩
  have hne : (0 : Fin (n + 1)) ≠ Fin.last n := by
    intro h
    have h' := congrArg Fin.val h
    rw [Fin.val_zero, Fin.val_last] at h'
    omega
  -- with empty interior levels the mean is set by the two ends
  have hM : (∀ k, k ≠ 0 ∧ k ≠ Fin.last n → ‖v k‖ ^ 2 = 0) →
      expect (Jz n) v = (n : ℝ) / 2 * (‖v 0‖ ^ 2 - ‖v (Fin.last n)‖ ^ 2) := by
    intro hp
    rw [Jz, expect_diagonal, Fintype.sum_eq_add 0 (Fin.last n) hne]
    · simp only [Fin.val_zero, Fin.val_last, Nat.cast_zero]
      ring
    · intro k hk
      simp only [hp k hk, mul_zero]
  constructor
  · intro h
    have hS := le_antisymm (by linarith) hS0
    have hE : expect (Jz n) v = 0 := (pow_eq_zero_iff two_ne_zero).mp (by linarith)
    have hp : ∀ k, k ≠ 0 ∧ k ≠ Fin.last n → ‖v k‖ ^ 2 = 0 := by
      intro k hk
      have h1 : (k : ℕ) ≠ 0 := fun e => hk.1 (Fin.ext (by simpa using e))
      have h2 : (k : ℕ) ≠ n := fun e => hk.2 (Fin.ext (by simpa using e))
      have h3 : ((k : ℕ) : ℝ) ≠ 0 := by exact_mod_cast h1
      have h4 : (n : ℝ) - ((k : ℕ) : ℝ) ≠ 0 := sub_ne_zero.mpr (by exact_mod_cast h2.symm)
      have h5 := (Finset.sum_eq_zero_iff_of_nonneg hT).mp hS k (Finset.mem_univ k)
      exact (mul_eq_zero.mp h5).resolve_left (mul_ne_zero h3 h4)
    rw [Fintype.sum_eq_add 0 (Fin.last n) hne hp] at hv
    rw [hM hp] at hE
    have hn' : (n : ℝ) / 2 ≠ 0 := by positivity
    have h6 := (mul_eq_zero.mp hE).resolve_left hn'
    constructor <;> linarith
  · rintro ⟨h0, hl⟩
    -- the two ends exhaust the norm, so the interior levels are empty
    have hp : ∀ k, k ≠ 0 ∧ k ≠ Fin.last n → ‖v k‖ ^ 2 = 0 := by
      intro k hk
      have h : ∑ j ∈ {0, Fin.last n, k}, ‖v j‖ ^ 2 ≤ ∑ j, ‖v j‖ ^ 2 :=
        Finset.sum_le_sum_of_subset_of_nonneg (Finset.subset_univ _)
          fun j _ _ => sq_nonneg ‖v j‖
      have m1 : (0 : Fin (n + 1)) ∉ ({Fin.last n, k} : Finset (Fin (n + 1))) := by
        simp only [Finset.mem_insert, Finset.mem_singleton, not_or]
        exact ⟨hne, hk.1.symm⟩
      have m2 : Fin.last n ∉ ({k} : Finset (Fin (n + 1))) :=
        fun e => hk.2 (Finset.mem_singleton.mp e).symm
      rw [hv, Finset.sum_insert m1, Finset.sum_insert m2, Finset.sum_singleton, h0, hl] at h
      linarith [sq_nonneg ‖v k‖]
    have hS : ∑ k : Fin (n + 1),
        ((k : ℕ) : ℝ) * ((n : ℝ) - ((k : ℕ) : ℝ)) * ‖v k‖ ^ 2 = 0 := by
      refine Finset.sum_eq_zero fun k _ => ?_
      by_cases a : k = 0
      · simp [a]
      · by_cases b : k = Fin.last n
        · simp [b]
        · rw [hp k ⟨a, b⟩, mul_zero]
    rw [hM hp, h0, hl, hS] at D
    linarith

/-- The level populations of the coherent vector are binomial with success probability
|z|²/(1+|z|²). -/
theorem coherent_population (n : ℕ) (z : ℂ) (k : Fin (n + 1)) :
    ‖coherent n z k‖ ^ 2 = binom n (‖z‖ ^ 2 / (1 + ‖z‖ ^ 2)) k := by
  have hx : 1 + ‖z‖ ^ 2 ≠ 0 := by positivity
  have ht : 1 - ‖z‖ ^ 2 / (1 + ‖z‖ ^ 2) = 1 / (1 + ‖z‖ ^ 2) := by
    rw [eq_div_iff hx, sub_mul, div_mul_cancel₀ _ hx]
    ring
  have hc : (0 : ℝ) ≤ (n.choose k : ℝ) := Nat.cast_nonneg _
  have hq : 0 ≤ (1 + ‖z‖ ^ 2) ^ n := by positivity
  have hn : (1 + ‖z‖ ^ 2) ^ n = (1 + ‖z‖ ^ 2) ^ (k : ℕ) * (1 + ‖z‖ ^ 2) ^ (n - (k : ℕ)) := by
    rw [← pow_add, Nat.add_sub_cancel' (Nat.le_of_lt_succ k.isLt)]
  rw [binom, ht, coherent, norm_div, norm_mul, norm_pow, Complex.norm_real, Complex.norm_real,
    Real.norm_of_nonneg (Real.sqrt_nonneg _), Real.norm_of_nonneg (Real.sqrt_nonneg _),
    div_pow, mul_pow, Real.sq_sqrt hc, Real.sq_sqrt hq, hn, div_pow, div_pow, one_pow,
    pow_right_comm ‖z‖ (k : ℕ) 2]
  field_simp

/-- The normalized coherent vector is a unit vector, and its Jz variance is
n|z|²/(1+|z|²)². -/
theorem coherent_variance (n : ℕ) (z : ℂ) :
    ∑ k, ‖coherent n z k‖ ^ 2 = 1 ∧
    variance (Jz n) (coherent n z) = n * ‖z‖ ^ 2 / (1 + ‖z‖ ^ 2) ^ 2 := by
  have hx : 1 + ‖z‖ ^ 2 ≠ 0 := by positivity
  rw [variance, expect_Jz_sq, Jz, expect_diagonal]
  simp only [coherent_population]
  have ht : (n : ℝ) * ‖z‖ ^ 2 / (1 + ‖z‖ ^ 2) ^ 2 = n * (‖z‖ ^ 2 / (1 + ‖z‖ ^ 2))
      * (1 - ‖z‖ ^ 2 / (1 + ‖z‖ ^ 2)) := by
    field_simp
    ring
  rw [ht]
  generalize ‖z‖ ^ 2 / (1 + ‖z‖ ^ 2) = t
  -- binomial moments from the Bernstein polynomials
  have h0 := congrArg (Polynomial.eval t) (bernsteinPolynomial.sum ℝ n)
  have h1 := congrArg (Polynomial.eval t) (bernsteinPolynomial.sum_smul ℝ n)
  have h2 := congrArg (Polynomial.eval t) (bernsteinPolynomial.variance ℝ n)
  simp only [Polynomial.eval_finsetSum, bernsteinPolynomial, Polynomial.eval_mul,
    Polynomial.eval_pow, Polynomial.eval_sub, Polynomial.eval_natCast, Polynomial.eval_X,
    Polynomial.eval_one, nsmul_eq_mul, Finset.sum_range] at h0 h1 h2
  change ∑ k : Fin (n + 1), binom n t k = 1 at h0
  change ∑ k : Fin (n + 1), ((k : ℕ) : ℝ) * binom n t k = n * t at h1
  change ∑ k : Fin (n + 1), ((n : ℝ) * t - ((k : ℕ) : ℝ)) ^ 2 * binom n t k
    = n * t * (1 - t) at h2
  refine ⟨h0, ?_⟩
  have e1 : ∑ k : Fin (n + 1), ((n : ℝ) / 2 - ((k : ℕ) : ℝ)) * binom n t k
      = (n : ℝ) / 2 * ∑ k : Fin (n + 1), binom n t k
        - ∑ k : Fin (n + 1), ((k : ℕ) : ℝ) * binom n t k := by
    rw [Finset.mul_sum, ← Finset.sum_sub_distrib]
    exact Finset.sum_congr rfl fun k _ => by ring
  have e2 : ∑ k : Fin (n + 1), ((n : ℝ) / 2 - ((k : ℕ) : ℝ)) ^ 2 * binom n t k
      = ∑ k : Fin (n + 1), ((n : ℝ) * t - ((k : ℕ) : ℝ)) ^ 2 * binom n t k
        + ((n : ℝ) ^ 2 / 4 - (n * t) ^ 2) * ∑ k : Fin (n + 1), binom n t k
        - (n - 2 * (n * t)) * ∑ k : Fin (n + 1), ((k : ℕ) : ℝ) * binom n t k := by
    rw [Finset.mul_sum, Finset.mul_sum, ← Finset.sum_add_distrib, ← Finset.sum_sub_distrib]
    exact Finset.sum_congr rfl fun k _ => by ring
  rw [e1, e2, h0, h1, h2]
  ring

/-- The Jz variance of a normalized coherent vector is at most n/4. -/
theorem coherent_variance_le (n : ℕ) (z : ℂ) :
    variance (Jz n) (coherent n z) ≤ (n : ℝ) / 4 := by
  have hx : 0 < (1 + ‖z‖ ^ 2) ^ 2 := by positivity
  rw [(coherent_variance n z).2, div_le_div_iff₀ hx (by norm_num)]
  nlinarith [mul_nonneg (Nat.cast_nonneg n : (0 : ℝ) ≤ n) (sq_nonneg (1 - ‖z‖ ^ 2))]

end

end SpinVariance
```

```lean
#print axioms SpinVariance.variance_Jz_le_and_eq_iff
#print axioms SpinVariance.coherent_variance_le
```

```
'SpinVariance.variance_Jz_le_and_eq_iff' depends on axioms: [propext, Classical.choice, Quot.sound]
'SpinVariance.coherent_variance_le' depends on axioms: [propext, Classical.choice, Quot.sound]
```

## From the deficit identity to the equality case

The theorem `expect_diagonal` turns the expectation of a real diagonal matrix into a sum over populations. `expect_Jz_sq` applies it to $J_z^2$, after showing that the squared matrix is diagonal with squared entries. `variance_deficit` is the identity for $n^2/4-\mathrm{Var}(J_z)$: `ring` checks the expansion of $(n/2-k)^2$ term by term, and `hv` replaces the total population by 1.

In `variance_Jz_le_and_eq_iff`, this identity is called `D`. The fact `hT` says that each interior term is nonnegative, and `linarith` then gives the bound. The auxiliary statement `hM` computes the mean when only the ends are populated.

For the forward direction of the equality case, a vanishing sum of nonnegative terms makes every term vanish, through `Finset.sum_eq_zero_iff_of_nonneg`. Dividing out the nonzero factors $k$ and $n-k$ empties the interior levels. The normalisation and the zero mean are then two linear equations for $p_0$ and $p_n$, which `linarith` solves.

For the converse, the proof compares the population of the three levels $0$, $n$ and $k$ with the total. Two halves already make 1, so $p_k\le0$ for every interior $k$. Both terms in `D` then vanish.

## Binomial moments from Bernstein polynomials

`coherent_population` identifies $|c_k|^2$ with `binom n t k` at $t=|z|^2/(1+|z|^2)$, by the same splitting of the power as above. In `coherent_variance`, `generalize` replaces this ratio by an arbitrary real $t$, since the moment identities are polynomial identities.

The moments come from Mathlib's Bernstein polynomials instead of a generating function. Evaluated at $t$, the three identities `h0`, `h1` and `h2` give the total probability, the mean $nt$ and the variance $nt(1-t)$ of $k$. The equations `e1` and `e2` rewrite the moments of $n/2-k$ in terms of these, and `ring` combines them.

`coherent_variance_le` clears the positive denominators and hands `nlinarith` the product of $n$ and $(1-|z|^2)^2$, the square that gave the bound $n/4$ above.
